# For a full set of solutions of a finite, real Bethe–Salpeter problem normalised as \((X+Y)^{T}(X-Y)=1\), the energy-weighted dipole sum equals \(d^{T}(A-B)\,d\)

After a full diagonalisation of the Bethe–Salpeter equation, the computed energies and transition dipoles can be tested together. One multiplies each squared transition dipole by its excitation energy, adds the products over all excitations, and compares the total with a number computed from the matrix blocks and the pair dipoles before diagonalisation. The two must agree up to rounding when the set of solutions is complete and orthonormal in the indefinite metric of the equation, in the precise sense \((X+Y)^{T}(X-Y)=1\) explained below.

The same identity shows which interactions can change the total. With the pair energies and pair dipoles held fixed, an interaction that enters the resonant and coupling blocks equally can move strength between excitations but leaves the sum alone. Only the difference between the electron-hole ladder interactions in the two blocks alters it. All this concerns a finite set of electron-hole pairs, real amplitudes and an interaction that does not depend on the excitation energy.

## Electron-hole pairs and the two blocks

Let \(i,j\) label electron-hole pairs. In Lean they are the elements of a finite type `n`, and every matrix is a real square matrix indexed by it.

```lean
import Mathlib

open Matrix

namespace BetheSalpeterSumRule

noncomputable section

variable {n : Type*} [Fintype n] [DecidableEq n]
```

Each pair has an energy \(\varepsilon_i\), the difference between an electron level and a hole level. Two interactions act on the pairs. The kernel \(K\) is the part that is the same in both blocks. With real orbitals, the Hartree-type term \((ia|jb)\) is of this kind, because exchanging \(j\) and \(b\) does not change the integral; in this orbital notation \(i,j\) are occupied and \(a,b\) empty orbitals, the two pairs are \(ia\) and \(jb\), and \((pq|st)\) is the integral of \(\varphi_p(r)\varphi_q(r)\,w(r,r')\,\varphi_s(r')\varphi_t(r')\) over both points \(r\) and \(r'\), where \(w(r,r')\) is the interaction between them. The ladder interaction attracts the electron to the hole, and its integrals are arranged differently in the two blocks, as \((ij|ab)\) in the resonant block and \((ib|ja)\) in the coupling block, so it gets two names, \(W\) and \(W'\). Spin factors are absorbed into these matrices.

The words "direct" and "exchange" are avoided because their use differs. In the Bethe–Salpeter literature the ladder term is often called direct and the common term exchange, while in time-dependent Hartree–Fock theory the names are usually the other way round.

The resonant block, which couples excitations to excitations, is

\[
A=\operatorname{diag}(\varepsilon)+K-W .
\]

```lean
/-- The resonant block: electron-hole pair energies `ε`, plus the common kernel `K`,
minus the ladder interaction `W`. -/
def resonantBlock (ε : n → ℝ) (K W : Matrix n n ℝ) : Matrix n n ℝ :=
  diagonal ε + K - W
```

The coupling block, which connects excitations with de-excitations, is

\[
B=K-W' .
\]

```lean
/-- The coupling block between excitations and de-excitations: the common kernel `K`
minus the ladder interaction `W'`. -/
def couplingBlock (K W' : Matrix n n ℝ) : Matrix n n ℝ :=
  K - W'
```

The definitions accept any real \(\varepsilon\), \(K\), \(W\) and \(W'\). How these are obtained from orbitals and a screened interaction is left open.

## A full set of normalised solutions

Let \(k\) label the solutions. Column \(k\) of \(X\) holds the excitation amplitudes of solution \(k\), column \(k\) of \(Y\) its de-excitation amplitudes, and \(\Omega_k\) is its energy. Writing \(\Omega\) also for the diagonal matrix of energies, the equation and the normalisation are

\[
AX+BY=X\Omega,\qquad BX+AY=-Y\Omega,\qquad (X+Y)^{T}(X-Y)=1 .
\]

The diagonal of the last condition is the familiar \(\lvert X_k\rvert^2-\lvert Y_k\rvert^2=1\), and its off-diagonal entries express orthogonality in the same indefinite metric. For \(k\neq l\) they give \(X_k\cdot X_l-Y_k\cdot Y_l=0\) between two solutions, and \(X_k\cdot Y_l-Y_k\cdot X_l=0\) between solution \(k\) and solution \(l\) with \(X\) and \(Y\) exchanged. Since \(X\) and \(Y\) are square, there are as many solutions as pairs. They form one half of the spectrum; the other half has \(X\) and \(Y\) exchanged and the energies reversed in sign.

```lean
/-- The columns of `X` and `Y` are the excitation and de-excitation amplitudes of a full set of
normalised solutions of the Bethe-Salpeter equation with blocks `A`, `B` and energies `Ω`. -/
structure IsSolution (A B X Y : Matrix n n ℝ) (Ω : n → ℝ) : Prop where
  excitation : A * X + B * Y = X * diagonal Ω
  deexcitation : B * X + A * Y = -(Y * diagonal Ω)
  normalised : (X + Y)ᵀ * (X - Y) = 1
```

The three fields of `IsSolution` are these three equations. That such a set exists is a hypothesis of the theorems below. Positive energies are not required. Symmetry of \(A\) and \(B\) need not be assumed separately, because it follows from the three equations.

## The weighted sum as a quadratic form

Let \(d\) be the real vector of pair dipoles along one direction of the field. For an amplitude matrix \(T\), the transition moment of solution \(k\) is \(\sum_i d_iT_{ik}\), and the energy-weighted sum is

\[
S_T(d)=\sum_k\Omega_k\Bigl(\sum_i d_iT_{ik}\Bigr)^2 .
\]

In Lean the row vector of moments is `d ᵥ* T`. The physical dipole moments use \(T=X+Y\), and the sum with this choice is called the f-sum below. The usual prefactors of oscillator strengths are left out.

```lean
/-- The energy-weighted sum of squared transition moments `d · Tₖ`, where `Tₖ` is the `k`-th
column of the amplitude matrix `T`. -/
def energyWeightedSum (Ω : n → ℝ) (T : Matrix n n ℝ) (d : n → ℝ) : ℝ :=
  ∑ k, Ω k * ((d ᵥ* T) k) ^ 2
```

Expanding the square and collecting the two factors of \(d\) gives

\[
S_T(d)=\sum_{i,j}d_i\Bigl(\sum_kT_{ik}\Omega_kT_{jk}\Bigr)d_j
=d^{T}\,T\Omega T^{T}d .
\]

The Lean proof goes from right to left. It splits the matrix product, moves the outer \(T\) onto the left-hand \(d\), and recognises \(T^{T}d\) as the same vector of moments. The two sums then agree term by term.

```lean
/-- The energy-weighted sum is the quadratic form of `T Ω Tᵀ` in the dipole vector. -/
theorem energyWeightedSum_eq_quadratic (Ω : n → ℝ) (T : Matrix n n ℝ) (d : n → ℝ) :
    energyWeightedSum Ω T d = d ⬝ᵥ (T * diagonal Ω * Tᵀ) *ᵥ d := by
  rw [← Matrix.mulVec_mulVec, ← Matrix.mulVec_mulVec, Matrix.dotProduct_mulVec,
    Matrix.mulVec_transpose]
  simp only [energyWeightedSum, dotProduct, Matrix.mulVec_diagonal]
  refine Finset.sum_congr rfl fun k _ => ?_
  ring
```

## The amplitudes rebuild \(A-B\)

Subtract the second half of the equation from the first. The left side becomes

\[
(AX+BY)-(BX+AY)=(A-B)(X-Y),
\]

and the right side becomes \(X\Omega+Y\Omega\). Therefore

\[
(A-B)(X-Y)=(X+Y)\Omega .
\]

The normalisation says that \((X+Y)^{T}\) is a left inverse of \(X-Y\). For square matrices a left inverse is also a right inverse, so

\[
(X-Y)(X+Y)^{T}=1 .
\]

This is the completeness relation. Multiplying the previous equation from the right by \((X+Y)^{T}\) gives

\[
(X+Y)\Omega(X+Y)^{T}=(A-B)(X-Y)(X+Y)^{T}=A-B .
\]

In the code, `hdiff` is the subtracted equation and `hcomp` is completeness, obtained from `mul_eq_one_comm`. The last line combines them.

```lean
/-- The amplitudes `X + Y`, weighted with the excitation energies, rebuild the matrix `A - B`. -/
theorem spectral_sub {A B X Y : Matrix n n ℝ} {Ω : n → ℝ} (h : IsSolution A B X Y Ω) :
    (X + Y) * diagonal Ω * (X + Y)ᵀ = A - B := by
  -- the difference of the two halves of the equation
  have hdiff : (A - B) * (X - Y) = (X + Y) * diagonal Ω := by
    calc (A - B) * (X - Y) = (A * X + B * Y) - (B * X + A * Y) := by noncomm_ring
      _ = X * diagonal Ω - -(Y * diagonal Ω) := by rw [h.excitation, h.deexcitation]
      _ = (X + Y) * diagonal Ω := by rw [sub_neg_eq_add, add_mul]
  -- normalisation of a full set of solutions is also completeness
  have hcomp : (X - Y) * (X + Y)ᵀ = 1 := mul_eq_one_comm.mp h.normalised
  rw [← hdiff, mul_assoc, hcomp, mul_one]
```

The left side is a symmetric matrix, so \(A-B\) must be symmetric whenever such a set of solutions exists.

## The sum rule, and what orthogonality contributes

Taking the quadratic form of this identity in \(d\) gives the sum rule

\[
\sum_k\Omega_k\Bigl(\sum_i d_i(X+Y)_{ik}\Bigr)^2=d^{T}(A-B)\,d .
\]

It is not enough to normalise each solution separately. Take two pairs with \(A=1\), \(B=0\), \(Y=0\), \(\Omega_1=\Omega_2=1\) and

\[
X=\begin{pmatrix}1&3/5\\0&4/5\end{pmatrix}.
\]

Both columns have unit length and both halves of the equation hold, but the columns are not orthogonal. For \(d=(1,0)\) the weighted sum is \(1+9/25=34/25\), whereas \(d^{T}(A-B)d=1\). Degenerate eigenvectors that have not been orthogonalised produce this kind of error.

With the full normalisation in place, the theorem follows from the two preceding results.

```lean
/-- The energy-weighted sum of squared transition dipoles of the Bethe-Salpeter equation
equals `dᵀ (A - B) d`. -/
theorem f_sum_rule {A B X Y : Matrix n n ℝ} {Ω : n → ℝ} (h : IsSolution A B X Y Ω)
    (d : n → ℝ) :
    energyWeightedSum Ω (X + Y) d = d ⬝ᵥ (A - B) *ᵥ d := by
  rw [energyWeightedSum_eq_quadratic, spectral_sub h]
```

The right-hand side is a property of the chosen blocks. The Thomas–Reiche–Kuhn rule goes further and fixes the sum by the number of electrons. That requires information about the position operator, the Hamiltonian and the one-particle basis, none of which appears in this model.

## The companion sum with \(X-Y\)

Adding the two halves of the equation, where before they were subtracted, gives

\[
(A+B)(X+Y)=X\Omega-Y\Omega=(X-Y)\Omega .
\]

Transposing the completeness relation gives \((X+Y)(X-Y)^{T}=1\). Hence \((X-Y)\Omega(X-Y)^{T}=A+B\), and

\[
\sum_k\Omega_k\Bigl(\sum_i d_i(X-Y)_{ik}\Bigr)^2=d^{T}(A+B)\,d .
\]

The proof has the same structure as before, with `hsum` for the added equation and `hcomp` for the transposed completeness relation. Here \(K\) enters twice and does not cancel.

```lean
/-- The companion sum, built from the amplitudes `X - Y`, equals `dᵀ (A + B) d`. -/
theorem companion_sum_rule {A B X Y : Matrix n n ℝ} {Ω : n → ℝ} (h : IsSolution A B X Y Ω)
    (d : n → ℝ) :
    energyWeightedSum Ω (X - Y) d = d ⬝ᵥ (A + B) *ᵥ d := by
  -- the sum of the two halves of the equation
  have hsum : (A + B) * (X + Y) = (X - Y) * diagonal Ω := by
    calc (A + B) * (X + Y) = (A * X + B * Y) + (B * X + A * Y) := by noncomm_ring
      _ = X * diagonal Ω + -(Y * diagonal Ω) := by rw [h.excitation, h.deexcitation]
      _ = (X - Y) * diagonal Ω := by rw [← sub_eq_add_neg, sub_mul]
  have hcomp : (X + Y) * (X - Y)ᵀ = 1 := by
    have h1 := congrArg Matrix.transpose (mul_eq_one_comm.mp h.normalised)
    rwa [Matrix.transpose_mul, Matrix.transpose_transpose, Matrix.transpose_one] at h1
  rw [energyWeightedSum_eq_quadratic, ← hsum, mul_assoc, hcomp, mul_one]
```

## The common kernel cancels

Now insert the two blocks:

\[
A-B=\operatorname{diag}(\varepsilon)+K-W-(K-W')
=\operatorname{diag}(\varepsilon)-(W-W') .
\]

The sum rule becomes

\[
\sum_k\Omega_k\Bigl(\sum_i d_i(X+Y)_{ik}\Bigr)^2
=\sum_i\varepsilon_i d_i^2-d^{T}(W-W')\,d .
\]

The first term on the right is the value for independent pairs, and the second is the whole effect of \(K\), \(W\) and \(W'\) at fixed pair energies and dipoles. The cancellation is `hAB` in the code, and `hε` evaluates the diagonal part.

```lean
/-- The f-sum is its independent-pair value minus the quadratic form of the difference between
the ladder interactions in the resonant and coupling blocks. -/
theorem f_sum_ladder {ε Ω : n → ℝ} {K W W' X Y : Matrix n n ℝ}
    (h : IsSolution (resonantBlock ε K W) (couplingBlock K W') X Y Ω) (d : n → ℝ) :
    energyWeightedSum Ω (X + Y) d = ∑ i, ε i * d i ^ 2 - d ⬝ᵥ (W - W') *ᵥ d := by
  -- the common kernel cancels in the difference of the blocks
  have hAB : resonantBlock ε K W - couplingBlock K W' = diagonal ε - (W - W') := by
    unfold resonantBlock couplingBlock
    abel
  have hε : d ⬝ᵥ diagonal ε *ᵥ d = ∑ i, ε i * d i ^ 2 := by
    simp only [dotProduct, Matrix.mulVec_diagonal]
    refine Finset.sum_congr rfl fun i _ => ?_
    ring
  rw [f_sum_rule h, hAB, Matrix.sub_mulVec, dotProduct_sub, hε]
```

Two problems with the same \(\varepsilon\), \(W\) and \(W'\) but different common kernels therefore have equal sums for every \(d\). Their energies and amplitudes may differ, which is why the theorem carries two separate sets of solutions. Both sums are rewritten by the previous formula, and the results are identical.

```lean
/-- Two Bethe-Salpeter problems that differ only in the kernel common to both blocks have the
same f-sum. -/
theorem f_sum_common_kernel {ε Ω₁ Ω₂ : n → ℝ} {K₁ K₂ W W' X₁ Y₁ X₂ Y₂ : Matrix n n ℝ}
    (h₁ : IsSolution (resonantBlock ε K₁ W) (couplingBlock K₁ W') X₁ Y₁ Ω₁)
    (h₂ : IsSolution (resonantBlock ε K₂ W) (couplingBlock K₂ W') X₂ Y₂ Ω₂) (d : n → ℝ) :
    energyWeightedSum Ω₁ (X₁ + Y₁) d = energyWeightedSum Ω₂ (X₂ + Y₂) d := by
  rw [f_sum_ladder h₁, f_sum_ladder h₂]
```

For calculations within this finite, static model, this means that changing a kernel shared by both blocks can redistribute the absorption strength, while the energy-weighted total stays fixed.

## When the ladder leaves the sum unchanged

The sum keeps its independent-pair value for every dipole vector exactly when \(d^{T}(W-W')d=0\) for every \(d\). To conclude that \(W=W'\), one needs a fact about quadratic forms.

Let \(M\) be symmetric with \(d^{T}Md=0\) for all \(d\), and let \(e_i\) be the unit vector of pair \(i\). Testing \(e_i\) and \(e_j\) gives \(M_{ii}=M_{jj}=0\). Testing their sum gives

\[
0=M_{ii}+M_{ij}+M_{ji}+M_{jj}=2M_{ij},
\]

so every entry vanishes. In Lean the unit vectors are `Pi.single i 1` and `Pi.single j 1`, `key` reads off the matrix entries, and `linarith` solves the resulting linear equations.

```lean
/-- A real symmetric matrix whose quadratic form vanishes on every vector is zero. -/
theorem eq_zero_of_quadratic {M : Matrix n n ℝ} (hM : Mᵀ = M)
    (h : ∀ d : n → ℝ, d ⬝ᵥ M *ᵥ d = 0) : M = 0 := by
  have key : ∀ a b : n,
      (Pi.single a 1 : n → ℝ) ⬝ᵥ M *ᵥ (Pi.single b 1 : n → ℝ) = M a b := by
    intro a b
    simp
  ext i j
  have hi := h (Pi.single i 1)
  have hj := h (Pi.single j 1)
  -- polarisation: test the form on the sum of two basis vectors
  have hij := h (Pi.single i 1 + Pi.single j 1)
  simp only [Matrix.mulVec_add, dotProduct_add, add_dotProduct, key] at hi hj hij
  have hs : M j i = M i j := congrFun (congrFun hM i) j
  rw [Matrix.zero_apply]
  linarith
```

Applying this to \(M=W-W'\) gives one direction of the equivalence:

\[
S_{X+Y}(d)=\sum_i\varepsilon_i d_i^2\ \text{ for all } d
\quad\Longleftrightarrow\quad W=W' .
\]

The other direction follows by inserting \(W=W'\) into the formula for the sum.

The position of "for all \(d\)" matters. It belongs inside the left-hand statement, as in the code. If \(d\) were fixed first, the equivalence would be false, since a nonzero \(W-W'\) can have a vanishing quadratic form along particular directions. An unchanged sum for one polarisation therefore does not show that the two ladder interactions agree. The dipole vectors of all field directions span at most three dimensions, so with more than three pairs even an unchanged sum for every polarisation does not establish \(W=W'\) in this model.

The theorem assumes that \(W\) and \(W'\) are each symmetric, as they are for real orbitals and a symmetric static interaction. This is more than the argument uses: only their difference has to be symmetric, and that already follows from the symmetry of \(A-B\) noted above.

```lean
/-- For symmetric ladder interactions, the f-sum has its independent-pair value for every dipole
vector exactly when the ladder interactions in the two blocks coincide. -/
theorem f_sum_unchanged_iff {ε Ω : n → ℝ} {K W W' X Y : Matrix n n ℝ}
    (hW : Wᵀ = W) (hW' : W'ᵀ = W')
    (h : IsSolution (resonantBlock ε K W) (couplingBlock K W') X Y Ω) :
    (∀ d : n → ℝ, energyWeightedSum Ω (X + Y) d = ∑ i, ε i * d i ^ 2) ↔ W = W' := by
  constructor
  · intro hd
    have hsymm : (W - W')ᵀ = W - W' := by rw [Matrix.transpose_sub, hW, hW']
    refine sub_eq_zero.mp (eq_zero_of_quadratic hsymm fun d => ?_)
    have h1 := f_sum_ladder h d
    have h2 := hd d
    linarith
  · intro hWW d
    rw [f_sum_ladder h, hWW, sub_self, Matrix.zero_mulVec, dotProduct_zero, sub_zero]
```

## Two coupled pairs with excitation energies 2 and 4

A small example satisfies all the hypotheses with \(W\ne W'\) and \(Y\ne0\). Its pair energies are \(7\) and \(6\), and its blocks are

\[
A=\begin{pmatrix}4&1\\1&5\end{pmatrix},\qquad
B=\begin{pmatrix}-2&-3\\-3&1\end{pmatrix}.
\]

The combined amplitudes are

\[
X+Y=\begin{pmatrix}1&1\\0&1\end{pmatrix},\qquad
X-Y=\begin{pmatrix}1&0\\-1&1\end{pmatrix}.
\]

They satisfy \((X+Y)^{T}(X-Y)=1\). With \(\Omega=\operatorname{diag}(2,4)\),

\[
(X+Y)\Omega(X+Y)^{T}=\begin{pmatrix}6&4\\4&4\end{pmatrix}=A-B .
\]

For \(d=(1,1)\) the transition moments are \(1\) and \(2\), so the weighted sum is \(2\cdot1+4\cdot4=18\). The independent-pair value is \(7+6=13\). For \(d=(1,0)\) both moments are \(1\), and the sum is \(6\) against an independent-pair value of \(7\). In this algebraic model the ladder difference raises the sum for one dipole vector and lowers it for another. The numbers are chosen for simple arithmetic and do not come from orbitals. If the ladder integrals are built from real orbitals \(\varphi\) and a symmetric static interaction \(w(r,r')\ge0\), then \(d^{T}(W-W')d\) is half the integral of \(w(r,r')\,(F(r,r')-F(r',r))^2\), where \(F(r,r')=\sum_{ia}d_{ia}\varphi_i(r)\varphi_a(r')\). It is then never negative, so the ladder difference can only lower the sum or leave it unchanged.

The Lean proof verifies the two halves of the equation and the normalisation entry by entry.

```lean
/-- A model with two electron-hole pairs, unequal ladder interactions in the two blocks and
excitation energies 2 and 4, solved explicitly. -/
theorem isSolution_witness :
    IsSolution
      (resonantBlock ![7, 6] !![1, 0; 0, 2] !![4, -1; -1, 3])
      (couplingBlock !![1, 0; 0, 2] !![3, 3; 3, 1])
      !![1, 1 / 2; -1 / 2, 1] !![0, 1 / 2; 1 / 2, 0] ![2, 4] := by
  refine ⟨?_, ?_, ?_⟩ <;> ext i j <;> fin_cases i <;> fin_cases j <;>
    norm_num [resonantBlock, couplingBlock, Matrix.mul_apply, Fin.sum_univ_two,
      Matrix.diagonal_apply, Matrix.vecMul_diagonal]

end

end BetheSalpeterSumRule
```

```lean
#print axioms BetheSalpeterSumRule.energyWeightedSum_eq_quadratic
#print axioms BetheSalpeterSumRule.companion_sum_rule
#print axioms BetheSalpeterSumRule.f_sum_common_kernel
#print axioms BetheSalpeterSumRule.f_sum_unchanged_iff
```

```
'BetheSalpeterSumRule.energyWeightedSum_eq_quadratic' depends on axioms: [propext, Classical.choice, Quot.sound]
'BetheSalpeterSumRule.companion_sum_rule' depends on axioms: [propext, Classical.choice, Quot.sound]
'BetheSalpeterSumRule.f_sum_common_kernel' depends on axioms: [propext, Classical.choice, Quot.sound]
'BetheSalpeterSumRule.f_sum_unchanged_iff' depends on axioms: [propext, Classical.choice, Quot.sound]
```
